# For symmetric couplings J and U ≥ 0, the site-factorised slave-spin energy can go negative exactly when the largest eigenvalue of J exceeds U/8

To find out whether an inhomogeneous single-site mean-field slave-spin calculation for the half-filled Hubbard model with fixed symmetric couplings can gain energy by leaving the Mott insulator, one can diagonalise the coupling matrix $J$ once and compare its largest eigenvalue with $U/8$, where $U\ge 0$ is the Hubbard interaction and each bond enters the energy twice, as $J_{ij}$ and as $J_{ji}$. The Lean file below proves this criterion for a site-factorised energy, and also that removing sites while keeping the remaining couplings never raises the critical interaction, provided that both critical values exist.

```lean
import Mathlib

open Matrix

namespace InhomogeneousSlaveSpins

noncomputable section

variable {n m : Type*} [Fintype n] [DecidableEq n] [Nonempty n]
  [Fintype m] [DecidableEq m] [Nonempty m]

/-- Slave-spin energy of the site amplitudes `x`, each in `[-1, 1]`, with interaction `U`
and couplings `J`. -/
def energy (U : ℝ) (J : Matrix n n ℝ) (x : n → ℝ) : ℝ :=
  U / 4 * ∑ i, (1 - √(1 - x i ^ 2)) - x ⬝ᵥ J *ᵥ x

/-- The interactions `U > 0` at which some amplitudes in `[-1, 1]` have negative energy. -/
def metallicRange (J : Matrix n n ℝ) : Set ℝ :=
  {U | 0 < U ∧ ∃ x : n → ℝ, (∀ i, |x i| ≤ 1) ∧ energy U J x < 0}

/-- The largest eigenvalue of a real symmetric coupling matrix on a nonempty set of sites. -/
def topEigenvalue {J : Matrix n n ℝ} (hJ : J.IsHermitian) : ℝ :=
  Finset.univ.sup' Finset.univ_nonempty hJ.eigenvalues

/-- For an amplitude with `x² ≤ 1`, the local interaction cost lies between `x²/2` and
`x²/2 + x⁴/2`. -/
theorem local_cost_bounds {x : ℝ} (hx : x ^ 2 ≤ 1) :
    x ^ 2 / 2 ≤ 1 - √(1 - x ^ 2) ∧ 1 - √(1 - x ^ 2) ≤ x ^ 2 / 2 + x ^ 4 / 2 := by
  have h : √(1 - x ^ 2) ^ 2 = 1 - x ^ 2 := Real.sq_sqrt (by linarith)
  have h0 : 0 ≤ √(1 - x ^ 2) := Real.sqrt_nonneg _
  obtain ⟨s, hs⟩ : ∃ s, s = √(1 - x ^ 2) := ⟨_, rfl⟩
  rw [← hs] at h h0 ⊢
  have h4 : x ^ 4 = (1 - s ^ 2) ^ 2 := by rw [h]; ring
  -- both gaps are explicit nonnegative polynomials in the square root `s`
  have key : 0 ≤ (1 - s) ^ 2 * (s * (s + 2)) := by positivity
  constructor
  · nlinarith [sq_nonneg (1 - s)]
  · nlinarith [key, h, h4]

omit [DecidableEq n] [Nonempty n] in
/-- The Euclidean inner product of real site vectors is their dot product. -/
theorem inner_eq_dot (x y : EuclideanSpace ℝ n) :
    inner ℝ x y = x.ofLp ⬝ᵥ y.ofLp := by
  simp [PiLp.inner_apply, dotProduct, mul_comm]

/-- The coupling energy of any amplitudes is at most the largest eigenvalue of the symmetric
matrix `J` times their squared length. -/
theorem rayleigh_le {J : Matrix n n ℝ} (hJ : J.IsHermitian) (x : n → ℝ) :
    x ⬝ᵥ J *ᵥ x ≤ topEigenvalue hJ * (x ⬝ᵥ x) := by
  have hT : Jᵀ = J := by
    ext i j
    simpa using hJ.apply i j
  have hb : ∀ i, inner ℝ (hJ.eigenvectorBasis i) (WithLp.toLp 2 (J *ᵥ x)) =
      hJ.eigenvalues i * inner ℝ (hJ.eigenvectorBasis i) (WithLp.toLp 2 x) := by
    intro i
    rw [inner_eq_dot, inner_eq_dot]
    change (hJ.eigenvectorBasis i).ofLp ⬝ᵥ J *ᵥ x =
      hJ.eigenvalues i * ((hJ.eigenvectorBasis i).ofLp ⬝ᵥ x)
    rw [Matrix.dotProduct_mulVec, ← Matrix.mulVec_transpose, hT,
      hJ.mulVec_eigenvectorBasis i, smul_dotProduct, smul_eq_mul]
  have e1 : x ⬝ᵥ J *ᵥ x = inner ℝ (WithLp.toLp 2 x) (WithLp.toLp 2 (J *ᵥ x)) :=
    (inner_eq_dot (WithLp.toLp 2 x) (WithLp.toLp 2 (J *ᵥ x))).symm
  have e2 : x ⬝ᵥ x = inner ℝ (WithLp.toLp 2 x) (WithLp.toLp 2 x) :=
    (inner_eq_dot (WithLp.toLp 2 x) (WithLp.toLp 2 x)).symm
  -- expand both quadratic forms in the eigenvectors and compare mode by mode
  rw [e1, e2, ← hJ.eigenvectorBasis.sum_inner_mul_inner (WithLp.toLp 2 x)
      (WithLp.toLp 2 (J *ᵥ x)),
    ← hJ.eigenvectorBasis.sum_inner_mul_inner (WithLp.toLp 2 x) (WithLp.toLp 2 x),
    Finset.mul_sum]
  apply Finset.sum_le_sum
  intro i _
  rw [hb i, real_inner_comm (hJ.eigenvectorBasis i) (WithLp.toLp 2 x)]
  have hi : hJ.eigenvalues i ≤ topEigenvalue hJ :=
    Finset.le_sup' hJ.eigenvalues (Finset.mem_univ i)
  nlinarith [mul_le_mul_of_nonneg_right hi
    (mul_self_nonneg (inner ℝ (hJ.eigenvectorBasis i) (WithLp.toLp 2 x)))]

/-- The largest eigenvalue of a symmetric coupling matrix belongs to a unit eigenvector. -/
theorem exists_top_eigenvector {J : Matrix n n ℝ} (hJ : J.IsHermitian) :
    ∃ v : n → ℝ, v ⬝ᵥ v = 1 ∧ J *ᵥ v = topEigenvalue hJ • v := by
  obtain ⟨i, _, hi⟩ := Finset.exists_mem_eq_sup' Finset.univ_nonempty hJ.eigenvalues
  refine ⟨(hJ.eigenvectorBasis i).ofLp, ?_, ?_⟩
  · rw [← inner_eq_dot, real_inner_self_eq_norm_sq, hJ.eigenvectorBasis.orthonormal.1 i]
    norm_num
  · rw [topEigenvalue, hi]
    exact hJ.mulVec_eigenvectorBasis i

/-- For symmetric `J` and `U ≥ 0`, the slave-spin energy is negative somewhere on the box
`[-1, 1]^n` if and only if the largest eigenvalue of `J` exceeds `U/8`. -/
theorem negative_energy_iff {J : Matrix n n ℝ} (hJ : J.IsHermitian) {U : ℝ} (hU : 0 ≤ U) :
    (∃ x : n → ℝ, (∀ i, |x i| ≤ 1) ∧ energy U J x < 0) ↔ U / 8 < topEigenvalue hJ := by
  constructor
  · rintro ⟨x, hx, hE⟩
    by_contra hcon
    have hS : (x ⬝ᵥ x) / 2 ≤ ∑ i, (1 - √(1 - x i ^ 2)) := by
      rw [dotProduct, Finset.sum_div]
      apply Finset.sum_le_sum
      intro i _
      have := (local_cost_bounds ((sq_le_one_iff_abs_le_one _).2 (hx i))).1
      nlinarith
    have hxx : 0 ≤ x ⬝ᵥ x := Finset.sum_nonneg fun i _ => mul_self_nonneg (x i)
    have h1 := mul_le_mul_of_nonneg_left hS (by positivity : 0 ≤ U / 4)
    have h2 := mul_le_mul_of_nonneg_right (not_lt.1 hcon) hxx
    have h3 := rayleigh_le hJ x
    unfold energy at hE
    linarith
  · intro h
    obtain ⟨v, h1, hv⟩ := exists_top_eigenvector hJ
    have hv1 : ∀ i, v i ^ 2 ≤ 1 := by
      intro i
      have := Finset.single_le_sum (f := fun i => v i * v i)
        (fun j _ => mul_self_nonneg (v j)) (Finset.mem_univ i)
      change v i * v i ≤ v ⬝ᵥ v at this
      nlinarith
    -- a small multiple `e` of the top eigenvector beats the quartic cost
    obtain ⟨d, hd⟩ : ∃ d, d = topEigenvalue hJ - U / 8 := ⟨_, rfl⟩
    have hd0 : 0 < d := by linarith
    obtain ⟨e, he⟩ : ∃ e, e = d / (d + U) := ⟨_, rfl⟩
    have he0 : 0 < e := by rw [he]; positivity
    have he1 : e ≤ 1 := by
      rw [he, div_le_iff₀ (by positivity)]
      linarith
    have hmul : e * (d + U) = d := by
      rw [he]
      exact div_mul_cancel₀ _ (by positivity)
    have hUe : U * e ≤ d := by nlinarith [mul_pos he0 hd0]
    have hUe2 : U * e ^ 2 ≤ d := by
      nlinarith [mul_nonneg (mul_nonneg hU he0.le) (sub_nonneg.2 he1)]
    have hbox : ∀ i, (e * v i) ^ 2 ≤ 1 := by
      intro i
      rw [mul_pow]
      exact mul_le_one₀ (pow_le_one₀ he0.le he1) (sq_nonneg _) (hv1 i)
    refine ⟨e • v, fun i => (sq_le_one_iff_abs_le_one _).1 (hbox i), ?_⟩
    have hS : ∑ i, (1 - √(1 - (e • v) i ^ 2)) ≤ e ^ 2 / 2 + e ^ 4 / 2 := by
      calc ∑ i, (1 - √(1 - (e • v) i ^ 2))
          ≤ ∑ i, (e ^ 2 / 2 + e ^ 4 / 2) * (v i * v i) := by
            apply Finset.sum_le_sum
            intro i _
            have hc := (local_cost_bounds (hbox i)).2
            have hq : 0 ≤ e ^ 4 * (v i ^ 2 * (1 - v i ^ 2)) :=
              mul_nonneg (by positivity) (mul_nonneg (sq_nonneg _) (sub_nonneg.2 (hv1 i)))
            simp only [Pi.smul_apply, smul_eq_mul]
            nlinarith
        _ = (e ^ 2 / 2 + e ^ 4 / 2) * (v ⬝ᵥ v) := by rw [dotProduct, Finset.mul_sum]
        _ = e ^ 2 / 2 + e ^ 4 / 2 := by rw [h1, mul_one]
    have hQ : (e • v) ⬝ᵥ J *ᵥ (e • v) = e ^ 2 * topEigenvalue hJ := by
      rw [Matrix.mulVec_smul, hv, smul_dotProduct, dotProduct_smul, dotProduct_smul, h1]
      simp only [smul_eq_mul]
      ring
    have h2 := mul_le_mul_of_nonneg_left hS (by positivity : 0 ≤ U / 4)
    have h3 : e ^ 2 * (U / 8 + U * e ^ 2 / 8 - topEigenvalue hJ) < 0 :=
      mul_neg_of_pos_of_neg (by positivity) (by linarith)
    unfold energy
    rw [hQ]
    nlinarith

/-- For symmetric `J`, the metallic range is the open interval from zero to eight times the
largest eigenvalue. -/
theorem metallicRange_eq {J : Matrix n n ℝ} (hJ : J.IsHermitian) :
    metallicRange J = Set.Ioo 0 (8 * topEigenvalue hJ) := by
  ext U
  constructor
  · rintro ⟨hU, hx⟩
    have := (negative_energy_iff hJ hU.le).1 hx
    exact ⟨hU, by linarith⟩
  · rintro ⟨hU, h⟩
    exact ⟨hU, (negative_energy_iff hJ hU.le).2 (by linarith)⟩

/-- Keeping only the sites selected by an injective map `f` does not raise the largest
eigenvalue of a symmetric coupling matrix. -/
theorem topEigenvalue_submatrix_le {J : Matrix n n ℝ} (hJ : J.IsHermitian) {f : m → n}
    (hf : Function.Injective f) : topEigenvalue (hJ.submatrix f) ≤ topEigenvalue hJ := by
  obtain ⟨v, h1, hv⟩ := exists_top_eigenvector (hJ.submatrix f)
  -- extend the eigenvector by zero on the deleted sites
  obtain ⟨y, hy⟩ : ∃ y : n → ℝ, y = Function.extend f v 0 := ⟨_, rfl⟩
  have hyf : ∀ i, y (f i) = v i := fun i => by rw [hy, hf.extend_apply]
  have key : ∀ g : n → ℝ, g ⬝ᵥ y = (fun i => g (f i)) ⬝ᵥ v := by
    intro g
    simp only [dotProduct]
    symm
    refine Fintype.sum_of_injective f hf _ _ ?_ ?_
    · intro j hj
      have h0 : y j = 0 := by
        rw [hy, Function.extend_apply' _ _ _ (fun h => hj h)]
        rfl
      rw [h0, mul_zero]
    · intro i
      rw [hyf]
  have hyy : y ⬝ᵥ y = 1 := by
    rw [key, funext hyf, h1]
  have hQ : y ⬝ᵥ J *ᵥ y = topEigenvalue (hJ.submatrix f) := by
    have hr : (fun i => (J *ᵥ y) (f i)) = J.submatrix f f *ᵥ v :=
      funext fun i => key (J (f i))
    rw [dotProduct_comm, key, hr, hv, smul_dotProduct, h1, smul_eq_mul, mul_one]
  have h := rayleigh_le hJ y
  rwa [hQ, hyy, mul_one] at h

/-- Deleting sites never raises the critical interaction: for symmetric `J`, if the metallic
ranges of the reduced and the full lattice have suprema `Uc'` and `Uc`, then `Uc' ≤ Uc`. -/
theorem critical_interaction_le {J : Matrix n n ℝ} (hJ : J.IsHermitian) {f : m → n}
    (hf : Function.Injective f) {Uc' Uc : ℝ}
    (h' : IsLUB (metallicRange (J.submatrix f f)) Uc') (h : IsLUB (metallicRange J) Uc) :
    Uc' ≤ Uc := by
  refine h'.2 fun U hU => h.1 ?_
  rw [metallicRange_eq (hJ.submatrix f)] at hU
  rw [metallicRange_eq hJ]
  exact ⟨hU.1, by linarith [hU.2, topEigenvalue_submatrix_le hJ hf]⟩

end

end InhomogeneousSlaveSpins
```

```lean
#print axioms InhomogeneousSlaveSpins.negative_energy_iff
#print axioms InhomogeneousSlaveSpins.critical_interaction_le
```

```
'InhomogeneousSlaveSpins.negative_energy_iff' depends on axioms: [propext, Classical.choice, Quot.sound]
'InhomogeneousSlaveSpins.critical_interaction_le' depends on axioms: [propext, Classical.choice, Quot.sound]
```

## The energy and its onset criterion

Each site $i$ carries an amplitude $x_i\in[-1,1]$, and the energy is

$$E(x)=\frac U4\sum_i\left(1-\sqrt{1-x_i^2}\right)-\sum_{ij}J_{ij}x_ix_j .$$

This is `energy U J x`. The second sum runs over ordered pairs, so a bond between two different sites enters twice. Diagonal entries and couplings of either sign are allowed.

The hypothesis `J.IsHermitian` says, for a real matrix, that $J$ is symmetric. `topEigenvalue hJ` is the maximum of its finitely many eigenvalues; call it $\lambda$. The theorem `negative_energy_iff` states that, for $U\ge 0$, some $x$ in the box $[-1,1]^n$ has $E(x)<0$ if and only if $U/8<\lambda$.

The set `metallicRange J` collects the interactions $U>0$ at which a negative energy is available. Its definition mentions no eigenvalue, so `metallicRange_eq` has content: the set is the open interval $(0,8\lambda)$, which is empty when $\lambda\le 0$.

Deleting sites is described by an injective map `f : m → n` from the sites that are kept into the original ones. The matrix `J.submatrix f f` contains the couplings among the kept sites. In `critical_interaction_le`, the critical interactions `Uc'` and `Uc` are the least upper bounds of the reduced and the full metallic range, and the conclusion is `Uc' ≤ Uc`. An empty set of real numbers has no least upper bound, so this theorem applies only when both ranges are non-empty. Both site sets are finite and non-empty, and a single site is allowed.

## A Mott transition at fixed spinon couplings

In the $Z_2$ slave-spin description of the half-filled Hubbard model, an auxiliary spin on each site records whether the site is singly occupied or is empty or doubly occupied. In a product state of these spins, $x_i$ is the expectation value of the transverse Pauli matrix and $x_i^2$ is the local quasiparticle weight. The square-root term is the cost of charge fluctuations. The couplings $J_{ij}$ stand for the hopping amplitude multiplied by the spinon bond expectation value, summed over both spin directions.

At $x=0$ the quasiparticle weight vanishes everywhere and the energy is zero, which is the insulating reference state. A negative energy therefore means that some state with non-zero quasiparticle weight lies below the insulator. For half-filled models of surfaces, clusters or lattices with disordered hopping, with the same $U$ on every site, this gives an onset test by one diagonalisation, within single-site mean-field theory at fixed $J$.

In a self-consistent calculation $J$ depends on the spinon state and would change when sites are removed. The deletion theorem compares a matrix with its own submatrix and leaves that feedback out. Correlations between the slave spins of different sites are absent as well.

## Quadratic bounds on the local cost

Put $s=\sqrt{1-x^2}$ for a single amplitude with $x^2\le 1$. Then $s\ge 0$ and $x^2=1-s^2$, and direct expansion gives

$$(1-s)-\frac{x^2}{2}=\frac{(1-s)^2}{2}\ge 0,$$

$$\frac{x^2}{2}+\frac{x^4}{2}-(1-s)=\frac{(1-s)^2\,s(s+2)}{2}\ge 0 .$$

So the cost lies between $x^2/2$ and $x^2/2+x^4/2$. In `local_cost_bounds` the root is replaced by `s`, the second polynomial is shown to be non-negative by `positivity`, and `nlinarith` does the algebra.

## The largest eigenvalue bounds the coupling energy

Let $u_k$ be an orthonormal eigenbasis of $J$ with eigenvalues $\lambda_k$, and write $x=\sum_k c_ku_k$. Then

$$x\cdot Jx=\sum_k\lambda_kc_k^2\le\lambda\sum_kc_k^2=\lambda\,x\cdot x .$$

This is `rayleigh_le`. Its step `hb` uses the symmetry of $J$ to obtain $u_k\cdot Jx=\lambda_k\,u_k\cdot x$. Both quadratic forms are then expanded with `sum_inner_mul_inner` and compared mode by mode. The lemma `inner_eq_dot` translates between Mathlib's inner product and the dot product. The lemma `exists_top_eigenvector` picks an index at which the maximum is attained and returns a vector $v$ with $v\cdot v=1$ and $Jv=\lambda v$.

## Why the threshold is U/8

Suppose first that $\lambda\le U/8$. For every $x$ in the box, the lower cost bound and the eigenvalue bound give

$$E(x)\ge\left(\frac U8-\lambda\right)x\cdot x\ge 0,$$

so no negative energy exists. In Lean, `hS` sums the lower bound over the sites, and `linarith` derives the contradiction with the assumed negative energy.

Now suppose that $d=\lambda-U/8>0$. Take the unit eigenvector $v$ and the trial amplitudes $x=ev$ with

$$e=\frac{d}{d+U},\qquad 0<e\le 1 .$$

Since $v_i^2\le v\cdot v=1$, the trial amplitudes lie in the box, and $\sum_iv_i^4\le\sum_iv_i^2=1$. The upper cost bound gives

$$E(ev)\le\frac U4\left(\frac{e^2}{2}+\frac{e^4}{2}\right)-e^2\lambda
=e^2\left(\frac{Ue^2}{8}-d\right).$$

The choice of $e$ gives $Ue=d-ed\le d$, hence $Ue^2\le d$, and the bracket is at most $-7d/8<0$. The Lean proof records the box condition as `hbox`, the summed cost as `hS`, the coupling energy as `hQ` and the sign of the bracket as `h3`. The interval in `metallicRange_eq` follows by rewriting $U/8<\lambda$ as $U<8\lambda$.

## Extending an eigenvector over deleted sites

Let $\lambda'$ be the largest eigenvalue of the reduced matrix, with unit eigenvector $v$. Define $y$ on the full lattice by $y_{f(i)}=v_i$ on the kept sites and $y_j=0$ on the deleted ones. The zeros remove every term that involves a deleted site, so $y\cdot y=1$ and

$$\lambda'=y\cdot Jy\le\lambda\,y\cdot y=\lambda .$$

In `topEigenvalue_submatrix_le`, `Function.extend` builds $y$, and the step `key` reduces a sum over all sites to one over the kept sites. It follows that $(0,8\lambda')\subseteq(0,8\lambda)$. Every upper bound of the larger interval is then an upper bound of the smaller one, which is how `critical_interaction_le` orders the two suprema.

## A three-site chain

Take a chain with $J_{12}=J_{21}=J_{23}=J_{32}=1$ and all other entries zero. Its eigenvalues are $\sqrt2$, $0$ and $-\sqrt2$, so the critical interaction is $8\sqrt2\approx 11.31$. At $U=10$ the amplitudes $(0.3,\,0.4,\,0.3)$ have an interaction cost of about $0.439$ and a coupling gain of $2(0.12+0.12)=0.48$, so the energy is about $-0.041$.

Deleting an end site leaves a dimer with largest eigenvalue $1$ and critical interaction $8$. At $U=10$ the dimer has no state of negative energy. Deleting the middle site instead leaves two uncoupled sites: the largest eigenvalue is $0$, the metallic range is empty, and there is no `Uc'` to compare.

## Real eigenvalues are not enough without symmetry

Consider the non-symmetric matrix

$$J=\begin{pmatrix}0&4\\0&0\end{pmatrix}.$$

Both eigenvalues are zero, so at $U=8$ the comparison of the largest eigenvalue with $U/8=1$ would exclude a negative energy. At $x=(3/5,\,3/5)$, however,

$$E=2\cdot2\left(1-\frac45\right)-4\cdot\frac{9}{25}=0.8-1.44=-0.64 .$$

The quadratic form sees only the symmetric part of $J$, whose largest eigenvalue here is $2$. If the energy is evaluated with such a one-way matrix, the eigenvalue test must be applied to $(J+J^{\mathsf T})/2$. If the stored triangle only abbreviates a symmetric matrix, the missing entries must be filled in first, without halving.
